# When an orbital whose bare level lies above the Fermi energy can be more than half filled in DFT+U: an exact criterion for one broadened level

At zero temperature, take a spin orbital, which holds at most one electron, with its bare level $e=(\pi/2-1)G\approx 0.57\,G$ above the Fermi energy. A bath broadens the level into a Lorentzian of half-width $G>0$ at half maximum. Without a Hubbard correction it is about one third full. Now add the correction in the simplified rotationally invariant form of DFT+U, with strength $U=2\pi G$, which moves the level by $U(\tfrac12-n)$ when the occupation is $n$. Suppose that $n=\tfrac34$. The level moves down by $U/4=\pi G/2$ and ends up exactly $G$ below the Fermi energy. A Lorentzian level at that depth has occupation $\tfrac12+\arctan(1)/\pi=\tfrac34$, which is the value we supposed. The filling pulls the level down, and the lowered level reproduces the filling.

For this $U$, the chosen $e$ is the highest bare level at which a filling above one half can reproduce itself in this way. The file below finds the limit for every $U$.

## The occupation equation

```lean
import Mathlib

open Real Set

namespace MetastableOccupation

noncomputable section
```

The first line loads the mathematical library Mathlib. The others make names such as `arctan` and `π` available in short form and open a namespace for the results.

```lean
/-- The DFT+U occupation equation for an orbital at level `e` with bath width `G`;
`x` is the occupation minus one half. -/
def SelfConsistent (U G e x : ℝ) : Prop :=
  x = arctan ((U * x - e) / G) / π
```

Measure energies from the Fermi energy and write $x=n-\tfrac12$. The corrected level is $e-Ux$. Where the comments in the code speak of an orbital above the Fermi energy, they mean that its bare level satisfies $e>0$; the corrected level may lie below. At zero temperature, a Lorentzian of half-width $G$ at half maximum, centred there and filled up to the Fermi energy, gives

$$x=\frac1\pi\arctan\frac{Ux-e}{G}.$$

`SelfConsistent U G e x` is a `Prop`, that is, a statement about four real numbers which may be true or false. Here it says that $x$ solves this equation. Since $\arctan$ takes values between $-\pi/2$ and $\pi/2$, every solution has $0<n<1$.

The model has one orbital, a fixed bath and a fixed Fermi energy, and $e$ does not respond to the charge density.

```lean
/-- The bare level for which the shifted orbital lies `t` bath widths below the
Fermi energy. -/
def levelOf (U G t : ℝ) : ℝ := U / π * arctan t - G * t
```

Let $t=(Ux-e)/G$ be the depth of the corrected level below the Fermi energy, in units of $G$. This function, written $L(t)$ from here on, returns the bare level that belongs to a given depth:

$$L(t)=\frac U\pi\arctan t-Gt.$$

```lean
/-- The depth `y = √(U/(πG) - 1)`, in units of the bath width. -/
def turningPoint (U G : ℝ) : ℝ := √(U / (π * G) - 1)
```

For $U>\pi G$, this is the depth $y=\sqrt{U/(\pi G)-1}$ at which $L$ will turn out to be largest among all depths $t\ge0$. In the opening example $y=1$. Lean's square root returns zero for a negative argument, but the criterion uses $y$ only together with the condition $U>\pi G$.

## From occupation to depth

```lean
/-- The phase `arctan t` is positive exactly when the depth `t` is positive. -/
lemma phase_pos_iff (t : ℝ) : 0 < arctan t ↔ 0 < t := by
  have h := Real.arctan_strictMono.lt_iff_lt (a := 0) (b := t)
  rwa [Real.arctan_zero] at h
```

Because $\arctan$ is strictly increasing and vanishes at zero, $\arctan t>0$ exactly when $t>0$.

```lean
/-- Solutions that are more than half filled correspond to positive depths `t` whose
bare level is `e`. -/
theorem occupied_iff_depth {U G e : ℝ} (hG : 0 < G) (x : ℝ) :
    (0 < x ∧ SelfConsistent U G e x) ↔
      ∃ t, 0 < t ∧ levelOf U G t = e ∧ x = arctan t / π := by
  have hpi := Real.pi_pos
  constructor
  · rintro ⟨hx, hs⟩
    unfold SelfConsistent at hs
    refine ⟨(U * x - e) / G, ?_, ?_, hs⟩
    · rw [← phase_pos_iff]
      have h : arctan ((U * x - e) / G) = x * π := (div_eq_iff hpi.ne').mp hs.symm
      rw [h]
      positivity
    · have h : arctan ((U * x - e) / G) = x * π := (div_eq_iff hpi.ne').mp hs.symm
      have h1 : U / π * (x * π) = U * x := by field_simp
      have h2 : G * ((U * x - e) / G) = U * x - e := by field_simp
      unfold levelOf
      rw [h, h1, h2]
      ring
  · rintro ⟨t, ht, hl, rfl⟩
    refine ⟨div_pos ((phase_pos_iff t).mpr ht) hpi, ?_⟩
    have h : (U * (arctan t / π) - e) / G = t := by
      rw [div_eq_iff hG.ne', ← hl]
      unfold levelOf
      ring
    unfold SelfConsistent
    rw [h]
```

In a Lean theorem, the assumptions stand before the colon and the claim after it. Here `hG : 0 < G` is an assumption with a name. The claim is that $x$ is a positive solution exactly when there is a depth $t>0$ with $L(t)=e$ and $x=\arctan t/\pi$.

By hand, start from a positive solution and set $t=(Ux-e)/G$. The equation reads $x=\arctan t/\pi$, so $\arctan t=\pi x>0$ and hence $t>0$. Moreover $Gt=Ux-e$, which gives

$$e=Ux-Gt=\frac U\pi\arctan t-Gt=L(t).$$

Conversely, if $e=L(t)$ and $x=\arctan t/\pi$, then $Ux-e=Gt$, and dividing by $G$ recovers the occupation equation. The tactic `constructor` splits the equivalence into these two directions.

The unknown $x$ stood on both sides of the original equation. What remains is to ask which values $L$ takes at positive depths.

## A level that rises and then falls

```lean
/-- For `U = πG(1 + y²)` the bare level changes with depth at the rate
`G(y² - t²)/(1 + t²)`. -/
theorem levelOf_hasDerivAt (G y t : ℝ) :
    HasDerivAt (levelOf (π * G * (1 + y ^ 2)) G)
      (G * (y ^ 2 - t ^ 2) / (1 + t ^ 2)) t := by
  have h := ((Real.hasDerivAt_arctan t).const_mul (π * G * (1 + y ^ 2) / π)).fun_sub
    ((hasDerivAt_id' t).const_mul G)
  refine h.congr_deriv ?_
  have h1 : (1 + t ^ 2) ≠ 0 := by positivity
  have h2 : π * G * (1 + y ^ 2) / π = G * (1 + y ^ 2) := by
    have := Real.pi_ne_zero
    field_simp
  rw [h2]
  field_simp
  ring
```

If $U=\pi G(1+y^2)$, then

$$L'(t)=\frac{U}{\pi(1+t^2)}-G=\frac{G(1+y^2)}{1+t^2}-G=\frac{G(y^2-t^2)}{1+t^2}.$$

`HasDerivAt` says both that the derivative exists at $t$ and that it has this value.

```lean
/-- The bare level is a continuous function of the depth. -/
lemma levelOf_continuous (U G : ℝ) : Continuous (levelOf U G) :=
  (continuous_const.mul Real.continuous_arctan).sub (continuous_const.mul continuous_id)
```

$L$ is continuous, which the intermediate value theorem will need.

```lean
/-- For `U = πG(1 + y²)` with `y > 0`, the bare level rises strictly from depth zero to depth `y`
and falls strictly beyond it. -/
theorem levelOf_rises_then_falls {U G y : ℝ} (hG : 0 < G) (hy : 0 < y)
    (hU : U = π * G * (1 + y ^ 2)) :
    StrictMonoOn (levelOf U G) (Icc 0 y) ∧ StrictAntiOn (levelOf U G) (Ici y) := by
  subst hU
  constructor
  · refine strictMonoOn_of_deriv_pos (convex_Icc 0 y) (levelOf_continuous _ _).continuousOn ?_
    intro t ht
    rw [interior_Icc] at ht
    rw [(levelOf_hasDerivAt G y t).deriv]
    have h : 0 < y ^ 2 - t ^ 2 := by nlinarith [ht.1, ht.2]
    positivity
  · refine strictAntiOn_of_deriv_neg (convex_Ici y) (levelOf_continuous _ _).continuousOn ?_
    intro t ht
    rw [interior_Ici] at ht
    have ht' : y < t := ht
    rw [(levelOf_hasDerivAt G y t).deriv]
    have h : y ^ 2 - t ^ 2 < 0 := by nlinarith
    exact div_neg_of_neg_of_pos (mul_neg_of_pos_of_neg hG h) (by positivity)
```

`Icc 0 y` is the closed interval $[0,y]$ and `Ici y` is $[y,\infty)$. For $0<t<y$ the derivative is positive, and for $t>y$ it is negative. So $L$ rises strictly on the first interval and falls strictly on the second, with its maximum over $t\ge0$ at $t=y$.

## The criterion

```lean
/-- For `U ≤ πG` an orbital above the Fermi energy has no solution that is more than
half filled. -/
theorem no_occupied_of_weak {U G e : ℝ} (hG : 0 < G) (he : 0 < e) (hU : U ≤ π * G) :
    ¬ ∃ x, 0 < x ∧ SelfConsistent U G e x := by
  rintro ⟨x, hx⟩
  obtain ⟨t, ht, hl, -⟩ := (occupied_iff_depth hG x).mp hx
  have ha := (phase_pos_iff t).mpr ht
  have hat : arctan t < t := by
    have h := Real.lt_tan ha (Real.arctan_lt_pi_div_two t)
    rwa [Real.tan_arctan] at h
  have hUG : U / π ≤ G := by
    rw [div_le_iff₀ Real.pi_pos]
    linarith
  have h1 := mul_le_mul_of_nonneg_right hUG ha.le
  have h2 := mul_lt_mul_of_pos_left hat hG
  unfold levelOf at hl
  linarith
```

The symbol `¬ ∃` means "there is no". Suppose that there were a positive solution, with depth $t>0$. For $0<a<\pi/2$ we have $a<\tan a$, and $a=\arctan t$ gives $\arctan t<t$. With $U/\pi\le G$ this yields

$$e=\frac U\pi\arctan t-Gt\le G(\arctan t-t)<0,$$

which contradicts $e>0$. The closing `linarith` finds the contradiction from these inequalities. Negative $U$ is included.

```lean
/-- For `U = πG(1 + y²)` with `y > 0`, an orbital above the Fermi energy has a solution more than
half filled exactly when `e` does not exceed the bare level at depth `y`. -/
theorem occupied_iff_of_strong {U G e y : ℝ} (hG : 0 < G) (he : 0 < e) (hy : 0 < y)
    (hU : U = π * G * (1 + y ^ 2)) :
    (∃ x, 0 < x ∧ SelfConsistent U G e x) ↔ e ≤ levelOf U G y := by
  obtain ⟨hm, ha⟩ := levelOf_rises_then_falls hG hy hU
  constructor
  · rintro ⟨x, hx⟩
    obtain ⟨t, ht, hl, -⟩ := (occupied_iff_depth hG x).mp hx
    rw [← hl]
    rcases le_total t y with h | h
    · exact hm.monotoneOn ⟨ht.le, h⟩ ⟨hy.le, le_rfl⟩ h
    · exact ha.antitoneOn (mem_Ici.mpr le_rfl) (mem_Ici.mpr h) h
  · intro h
    have h0 : levelOf U G 0 = 0 := by simp [levelOf]
    -- the level runs continuously from zero to its maximum, passing `e`
    obtain ⟨t, ht, hl⟩ := intermediate_value_Icc hy.le
      (levelOf_continuous U G).continuousOn ⟨h0.le.trans he.le, h⟩
    have ht0 : t ≠ 0 := by
      rintro rfl
      linarith
    exact ⟨arctan t / π, (occupied_iff_depth hG _).mpr
      ⟨t, lt_of_le_of_ne ht.1 ht0.symm, hl, rfl⟩⟩
```

Now let $U=\pi G(1+y^2)$ with $y>0$. If a positive solution exists, its depth satisfies $e=L(t)\le L(y)$, whether $t$ lies before or after the maximum; `rcases` treats the two cases. Conversely, let $0<e\le L(y)$. Since $L(0)=0$ and $L$ is continuous, it takes the value $e$ at some $t$ in $[0,y]$. This $t$ is not zero because $e\neq0$, so it yields a positive solution.

```lean
/-- An orbital above the Fermi energy has a DFT+U solution more than half filled exactly
when `U > πG` and `e ≤ (U/π) arctan y - G y`, where `y = √(U/(πG) - 1)`. -/
theorem occupied_solution_iff {U G e : ℝ} (hG : 0 < G) (he : 0 < e) :
    (∃ x, 0 < x ∧ SelfConsistent U G e x) ↔
      π * G < U ∧
        e ≤ U / π * arctan (turningPoint U G) - G * turningPoint U G := by
  by_cases hU : π * G < U
  · have hpG : 0 < π * G := mul_pos Real.pi_pos hG
    have hr : 0 < U / (π * G) - 1 := by
      have := (one_lt_div hpG).mpr hU
      linarith
    have hy : 0 < turningPoint U G := Real.sqrt_pos.mpr hr
    have hsq : turningPoint U G ^ 2 = U / (π * G) - 1 := Real.sq_sqrt hr.le
    have hUy : U = π * G * (1 + turningPoint U G ^ 2) := by
      rw [hsq, add_sub_cancel, mul_div_cancel₀ _ hpG.ne']
    rw [occupied_iff_of_strong hG he hy hUy]
    exact ⟨fun h => ⟨hU, h⟩, fun h => h.2⟩
  · exact ⟨fun h => absurd h (no_occupied_of_weak hG he (not_lt.mp hU)),
      fun h => absurd h.1 hU⟩
```

This is the main theorem. For $G>0$ and $e>0$, a solution with $x>0$ exists exactly when

$$U>\pi G\quad\text{and}\quad e\le\frac U\pi\arctan y-Gy,\qquad y=\sqrt{\frac{U}{\pi G}-1}.$$

The proof splits on whether $U>\pi G$. If so, $y>0$ and $y^2=U/(\pi G)-1$, which rearranges to $U=\pi G(1+y^2)$, and the previous theorem applies. If not, both sides of the equivalence are false. For $U=2\pi G$ the bound is $2G\cdot\pi/4-G=(\pi/2-1)G$, the level chosen at the start.

The assumption $e>0$ matters. With $U=0$ and $e=-G$, the equation gives $x=\arctan(1)/\pi=\tfrac14>0$, although $U>\pi G$ fails. A level already below the Fermi energy needs no help from $U$ to be more than half filled.

## How many solutions there are

```lean
/-- For `U = πG(1 + y²)` with `y > 0`, and `e` above the Fermi energy but strictly below the bare
level at depth `y`, there are exactly two solutions more than half filled. -/
theorem two_occupied_solutions {U G e y : ℝ} (hG : 0 < G) (he : 0 < e) (hy : 0 < y)
    (hU : U = π * G * (1 + y ^ 2)) (hlt : e < levelOf U G y) :
    ∃ x₁ x₂, x₁ < x₂ ∧
      ∀ x, (0 < x ∧ SelfConsistent U G e x) ↔ x = x₁ ∨ x = x₂ := by
  obtain ⟨hm, ha⟩ := levelOf_rises_then_falls hG hy hU
  have hpi := Real.pi_pos
  have hU0 : 0 < U := by rw [hU]; positivity
  have h0 : levelOf U G 0 = 0 := by simp [levelOf]
  -- at large depth the bath term wins and the level is negative
  have hT : levelOf U G (y + U / (2 * G)) ≤ e := by
    have h1 := mul_le_mul_of_nonneg_left
      (Real.arctan_lt_pi_div_two (y + U / (2 * G))).le (div_pos hU0 hpi).le
    have h2 : U / π * (π / 2) = U / 2 := by field_simp
    have h3 : G * (y + U / (2 * G)) = G * y + U / 2 := by field_simp
    have h4 := mul_pos hG hy
    unfold levelOf
    linarith
  have hyT : y ≤ y + U / (2 * G) := by
    have : 0 < U / (2 * G) := by positivity
    linarith
  obtain ⟨t₁, ht₁, hl₁⟩ := intermediate_value_Icc hy.le
    (levelOf_continuous U G).continuousOn ⟨h0.le.trans he.le, hlt.le⟩
  obtain ⟨t₂, ht₂, hl₂⟩ := intermediate_value_Icc' hyT
    (levelOf_continuous U G).continuousOn ⟨hT, hlt.le⟩
  have hp₁ : 0 < t₁ := lt_of_le_of_ne ht₁.1 (by rintro rfl; linarith)
  have hy₁ : t₁ < y := lt_of_le_of_ne ht₁.2 (by rintro rfl; linarith)
  have h12 : t₁ < t₂ := lt_of_lt_of_le hy₁ ht₂.1
  refine ⟨arctan t₁ / π, arctan t₂ / π,
    div_lt_div_of_pos_right (Real.arctan_strictMono h12) hpi, fun x => ?_⟩
  rw [occupied_iff_depth hG]
  constructor
  · rintro ⟨t, ht, hl, rfl⟩
    rcases le_total t y with h | h
    · left
      rw [hm.injOn ⟨ht.le, h⟩ ht₁ (hl.trans hl₁.symm)]
    · right
      rw [ha.injOn (mem_Ici.mpr h) (mem_Ici.mpr ht₂.1) (hl.trans hl₂.symm)]
  · rintro (h | h)
    · exact ⟨t₁, hp₁, hl₁, h⟩
    · exact ⟨t₂, hp₁.trans h12, hl₂, h⟩
```

For $0<e<L(y)$, that is, above the Fermi energy but strictly below the critical level $L(y)$, there are exactly two positive solutions. The statement names them $x_1<x_2$ and says that any $x$ is a positive solution if and only if it equals one of them.

The first depth $t_1$ comes from the rise of $L$ from $0$ to $L(y)$. For the second, look at the larger depth $T=y+U/(2G)$. Since $\arctan T<\pi/2$,

$$L(T)<\frac U2-Gy-\frac U2=-Gy<0<e.$$

So $L$ passes $e$ again between $y$ and $T$, at a depth $t_2$. Strict monotonicity on each side of $y$ allows no further depths; in the code, this is the use of `injOn`. The occupations follow from $x_i=\arctan t_i/\pi$.

```lean
/-- For `U = πG(1 + y²)` with `y > 0`, and `e` equal to the bare level at depth `y`, the only
solution more than half filled is `x = arctan y / π`. -/
theorem one_occupied_solution_at_critical {U G y : ℝ} (hG : 0 < G) (hy : 0 < y)
    (hU : U = π * G * (1 + y ^ 2)) (x : ℝ) :
    (0 < x ∧ SelfConsistent U G (levelOf U G y) x) ↔ x = arctan y / π := by
  obtain ⟨hm, ha⟩ := levelOf_rises_then_falls hG hy hU
  rw [occupied_iff_depth hG]
  constructor
  · rintro ⟨t, ht, hl, rfl⟩
    rcases le_total t y with h | h
    · rw [hm.injOn ⟨ht.le, h⟩ ⟨hy.le, le_rfl⟩ hl]
    · rw [ha.injOn (mem_Ici.mpr h) (mem_Ici.mpr le_rfl) hl]
  · intro h
    exact ⟨y, hy, rfl, h⟩
```

At $e=L(y)$ the two solutions merge into one, $x=\arctan y/\pi$. In the opening example this is $x=\tfrac14$, or $n=\tfrac34$. No separate assumption $e>0$ is needed, because $L$ rises strictly from $L(0)=0$ to $L(y)$.

```lean
/-- An orbital above the Fermi energy has, for every `U`, a solution less than half
filled. -/
theorem exists_unoccupied_solution (U : ℝ) {G e : ℝ} (hG : 0 < G) (he : 0 < e) :
    ∃ x, x < 0 ∧ SelfConsistent U G e x := by
  have hpi := Real.pi_pos
  let f : ℝ → ℝ := fun x => arctan ((U * x - e) / G) / π - x
  have hc : Continuous f :=
    ((Real.continuous_arctan.comp
      (by fun_prop : Continuous fun x : ℝ => (U * x - e) / G)).div_const π).sub continuous_id
  have h0 : f 0 < 0 := by
    have h1 : (U * 0 - e) / G < 0 := div_neg_of_neg_of_pos (by linarith) hG
    have h2 := Real.arctan_strictMono h1
    rw [Real.arctan_zero] at h2
    have h3 := div_neg_of_neg_of_pos h2 hpi
    change arctan ((U * 0 - e) / G) / π - 0 < 0
    linarith
  have h1 : 0 ≤ f (-1 / 2) := by
    have h2 := Real.neg_pi_div_two_lt_arctan ((U * (-1 / 2) - e) / G)
    have h3 : -1 / 2 ≤ arctan ((U * (-1 / 2) - e) / G) / π := by
      rw [le_div_iff₀ hpi]
      linarith
    change 0 ≤ arctan ((U * (-1 / 2) - e) / G) / π - (-1 / 2)
    linarith
  obtain ⟨x, hx, hfx⟩ := intermediate_value_Icc' (by norm_num : (-1 / 2 : ℝ) ≤ 0)
    hc.continuousOn ⟨h0.le, h1⟩
  have hx0 : x ≠ 0 := by
    rintro rfl
    linarith
  refine ⟨x, lt_of_le_of_ne hx.2 hx0, ?_⟩
  change arctan ((U * x - e) / G) / π - x = 0 at hfx
  unfold SelfConsistent
  linarith

end

end MetastableOccupation
```

For $G>0$, $e>0$ and any real $U$, there is also a solution with $x<0$. Consider

$$f(x)=\frac1\pi\arctan\frac{Ux-e}{G}-x.$$

At $x=0$ the argument of the arctangent is $-e/G<0$, so $f(0)<0$. At $x=-\tfrac12$ the arctangent term exceeds $-\tfrac12$, so $f(-\tfrac12)>0$; the code needs only $\ge0$. A zero of $f$ therefore lies between them, and it is not $x=0$.

Whenever the criterion holds, then, a more-than-half-filled solution coexists with a less-than-half-filled one. For this single orbital in a fixed bath, it follows that a self-consistent DFT+U occupation need not be unique, so a converged value alone does not show that no other solution exists. The theorems compare no total energies and do not say which solution an iteration would reach.

```lean
#print axioms MetastableOccupation.occupied_iff_of_strong
#print axioms MetastableOccupation.occupied_solution_iff
#print axioms MetastableOccupation.one_occupied_solution_at_critical
#print axioms MetastableOccupation.exists_unoccupied_solution
```

```
'MetastableOccupation.occupied_iff_of_strong' depends on axioms: [propext, Classical.choice, Quot.sound]
'MetastableOccupation.occupied_solution_iff' depends on axioms: [propext, Classical.choice, Quot.sound]
'MetastableOccupation.one_occupied_solution_at_critical' depends on axioms: [propext, Classical.choice, Quot.sound]
'MetastableOccupation.exists_unoccupied_solution' depends on axioms: [propext, Classical.choice, Quot.sound]
```
